# Continuous eigenfunctions of all translations are exponential waves

Let $\psi:\mathbb R\to\mathbb C$ be continuous and not identically zero, and suppose that every shift multiplies it by a number, $\psi(x+a)=c(a)\,\psi(x)$ for all real $x$ and $a$. Then $\psi(x)=\psi(0)\,e^{\kappa x}$ for exactly one complex $\kappa$. In $n$ dimensions, likewise, $\psi(r)=\psi(0)\exp(\sum_j\kappa_j r_j)$ with a unique complex vector $\kappa$.

For one particle in a uniform potential, the bounded waves of this kind are the plane waves of the free-electron model. They have $\kappa=ik$, with $k$ the usual real wave vector; a real part of $\kappa$ describes growth or decay.

## The multiplication law and its derivative

If $\psi(x_0)=0$, then $\psi(y)=c(y-x_0)\psi(x_0)=0$ for every $y$, which is excluded. So $\psi$ has no nodes. From $\psi(0)=c(0)\psi(0)$ we get $c(0)=1$, and from
$$c(a+b)\psi(0)=\psi(a+b)=c(a)\psi(b)=c(a)c(b)\psi(0)$$
we get $c(a+b)=c(a)c(b)$.

Let $F(x)=\int_0^x\psi(t)\,dt$. For fixed $x$, the derivative of $F(s+x)-c(x)F(s)$ in $s$ is $\psi(s+x)-c(x)\psi(s)=0$. Comparing a general $s$ with $s=0$ gives
$$F(s+x)-F(x)=c(x)\,[F(s)-F(0)].$$
Some $s$ has $F(s)\neq F(0)$, since otherwise $\psi=F'=0$. Dividing by that fixed number shows that $c$ is differentiable.

Now differentiate $c(y)=c(y-x)c(x)$ at $y=x$: $c'(x)=\kappa c(x)$ with $\kappa=c'(0)$. Hence $c(y)e^{-\kappa y}$ has zero derivative and keeps its value $1$ at the origin, so $c(a)=e^{\kappa a}$ and $\psi(x)=c(x)\psi(0)=\psi(0)e^{\kappa x}$. If $\mu$ serves as well, cancel $\psi(0)$ and differentiate $e^{\kappa x}=e^{\mu x}$ at $0$ to find $\kappa=\mu$.

In $n$ dimensions, with unit vectors $e_j$, the function $t\mapsto\psi(te_j)$ satisfies the same hypotheses, so $c(te_j)=e^{\kappa_j t}$. Since $r=\sum_j r_je_j$, multiplying the factors gives $c(r)=\exp(\sum_j\kappa_jr_j)$. Setting $r=te_j$ reduces uniqueness to the line.

## A decaying wave in numbers

Take $\psi(0)=8$ and $\kappa=-\ln 2+i\pi/2$. This wave grows without bound as $x\to-\infty$, so on the whole line it illustrates the formula and is not a physical state. Then $c(1)=i/2$, and the values at $x=0,1,2,3$ are $8,\,4i,\,-2,\,-i$. The rate $\kappa+2\pi i$ gives the same four values, but a half step separates the two: $c(\tfrac12)=(1+i)/2$ for $\kappa$ and $-(1+i)/2$ for $\kappa+2\pi i$.

If $\psi$ may vanish identically, uniqueness fails: $0=0\cdot e^{\kappa x}$ for every $\kappa$.

## Translation factors in Lean

```lean
import Mathlib

open Finset

namespace ContinuousTranslations
```

The symmetry is a predicate on functions over a commutative additive group `V`, whose elements serve as both positions and shifts. The factor `c` is an arbitrary function, with no regularity assumed. The convention is $\psi(x+a)$, where many textbooks define the translation operator by $\psi(x-a)$.

```lean
/-- The wavefunction `ψ` is an eigenfunction of every translation: shifting by `a` multiplies it by
the number `c a`. The zero function also satisfies this condition. -/
def IsTranslationEigenfunction {V : Type*} [AddCommGroup V] (ψ c : V → ℂ) : Prop :=
  ∀ x a, ψ (x + a) = c a * ψ x
```

That $\psi$ is such an eigenfunction is a hypothesis. Passing from a translation-invariant Hamiltonian to simultaneous eigenfunctions of this kind is a separate step.

The condition `ψ ≠ 0` says that $\psi$ is not the zero function. The first lemma turns it into the absence of nodes, by shifting from `x` to `y`.

```lean
section General

variable {V : Type*} [AddCommGroup V] {ψ c : V → ℂ}

/-- A translation eigenfunction that is not identically zero has no nodes. -/
theorem no_nodes (h : IsTranslationEigenfunction ψ c) (h0 : ψ ≠ 0) (x : V) : ψ x ≠ 0 := by
  intro hx
  apply h0
  funext y
  have hy := h x (y - x)
  rw [add_sub_cancel, hx, mul_zero] at hy
  exact hy
```

Cancelling $\psi(0)$ then gives the multiplication law.

```lean
/-- For a translation eigenfunction that is not identically zero, the zero translation has
factor one, and the factors of successive translations multiply. -/
theorem factor_mul (h : IsTranslationEigenfunction ψ c) (h0 : ψ ≠ 0) :
    c 0 = 1 ∧ ∀ a b, c (a + b) = c a * c b := by
  have hne := no_nodes h h0 0
  constructor
  · apply mul_right_cancel₀ hne
    rw [one_mul, ← h 0 0, add_zero]
  · intro a b
    apply mul_right_cancel₀ hne
    rw [← h 0 (a + b), mul_assoc, ← h 0 b, ← h (0 + b) a]
    congr 1
    abel

end General
```

Two facts about exponentials of a real position follow: the derivative, and uniqueness of the rate by comparing derivatives at zero.

```lean
/-- The exponential `exp (κ x)` of a real position `x` has derivative `κ exp (κ x)`. -/
theorem hasDerivAt_wave (κ : ℂ) (x : ℝ) :
    HasDerivAt (fun y : ℝ => Complex.exp (κ * (y : ℂ))) (κ * Complex.exp (κ * (x : ℂ))) x :=
  (((hasDerivAt_id' (x : ℂ)).const_mul κ).cexp.comp_ofReal).congr_deriv (by ring)

/-- Two exponentials that agree at all real positions have the same complex rate. -/
theorem rate_unique {κ μ : ℂ}
    (h : ∀ x : ℝ, Complex.exp (κ * (x : ℂ)) = Complex.exp (μ * (x : ℂ))) : κ = μ := by
  have h1 := hasDerivAt_wave κ 0
  rw [funext h] at h1
  simpa using h1.unique (hasDerivAt_wave μ 0)
```

The next proof is the integral argument. Here `shift` is the integrated symmetry, and `hc` writes `c` as the quotient of differences of `F`.

```lean
/-- If a translation eigenfunction on the line is continuous and not identically zero, its
translation factor is a differentiable function of the shift. -/
theorem factor_differentiable {ψ c : ℝ → ℂ} (hψ : Continuous ψ) (h0 : ψ ≠ 0)
    (h : IsTranslationEigenfunction ψ c) : Differentiable ℝ c := by
  -- a primitive `F` of the wavefunction
  obtain ⟨F, hF⟩ : ∃ F : ℝ → ℂ, ∀ x, HasDerivAt F (ψ x) x :=
    ⟨fun x => ∫ t in (0 : ℝ)..x, ψ t,
      fun x => (hψ.integral_hasStrictDerivAt 0 x).hasDerivAt⟩
  have hFd : Differentiable ℝ F := fun x => (hF x).differentiableAt
  -- translation symmetry, integrated
  have shift : ∀ x s, F (s + x) - c x * F s = F (0 + x) - c x * F 0 := by
    intro x s
    have hd : ∀ t, HasDerivAt (fun t => F (t + x) - c x * F t) 0 t := fun t =>
      (((hF (t + x)).comp_add_const t x).fun_sub ((hF t).const_mul (c x))).congr_deriv
        (by rw [h t x, sub_self])
    exact is_const_of_deriv_eq_zero (fun t => (hd t).differentiableAt)
      (fun t => (hd t).deriv) s 0
  obtain ⟨s, hs⟩ : ∃ s, F s ≠ F 0 := by
    by_contra hcon
    have hc : ∀ s, F s = F 0 := fun s => by
      by_contra hs
      exact hcon ⟨s, hs⟩
    apply h0
    funext x
    have h1 : HasDerivAt F 0 x := by
      rw [funext hc]
      exact hasDerivAt_const x (F 0)
    exact (hF x).unique h1
  have hc : c = fun x => (F (s + x) - F x) / (F s - F 0) := by
    funext x
    rw [eq_div_iff (sub_ne_zero.mpr hs)]
    have h1 := shift x s
    rw [zero_add] at h1
    linear_combination -h1
  rw [hc]
  fun_prop
```

In the next proof `hder` is $c'=c'(0)c$, and `hconst` says that $c(y)e^{-\kappa y}$ keeps its value at the origin.

```lean
/-- If a translation eigenfunction on the line is continuous and not identically zero, its
translation factor is `exp (κ a)` for some complex `κ`. -/
theorem factor_eq_exp {ψ c : ℝ → ℂ} (hψ : Continuous ψ) (h0 : ψ ≠ 0)
    (h : IsTranslationEigenfunction ψ c) :
    ∃ κ : ℂ, ∀ a : ℝ, c a = Complex.exp (κ * (a : ℂ)) := by
  have hd := factor_differentiable hψ h0 h
  obtain ⟨hc0, hmul⟩ := factor_mul h h0
  -- the multiplication law turns into `c' = c'(0) c`
  have hder : ∀ x, HasDerivAt c (deriv c 0 * c x) x := by
    intro x
    have h1 : HasDerivAt c (deriv c 0) (x - x) := by
      rw [sub_self]
      exact (hd 0).hasDerivAt
    have h2 : HasDerivAt (fun y => c (y - x) * c x) (deriv c 0 * c x) x :=
      (h1.comp_sub_const x x).mul_const (c x)
    have e : (fun y => c (y - x) * c x) = c := by
      funext y
      rw [← hmul, sub_add_cancel]
    rwa [e] at h2
  refine ⟨deriv c 0, fun x => ?_⟩
  generalize deriv c 0 = κ at hder
  -- hence `c(y) exp(-κ y)` is constant
  have hg : ∀ y, HasDerivAt (fun y : ℝ => c y * Complex.exp (-κ * (y : ℂ))) 0 y := fun y =>
    ((hder y).fun_mul (hasDerivAt_wave (-κ) y)).congr_deriv (by ring)
  have hconst : c x * Complex.exp (-κ * (x : ℂ)) = c 0 * Complex.exp (-κ * ((0 : ℝ) : ℂ)) :=
    is_const_of_deriv_eq_zero (fun y => (hg y).differentiableAt) (fun y => (hg y).deriv) x 0
  rw [hc0, Complex.ofReal_zero, mul_zero, Complex.exp_zero, mul_one] at hconst
  calc c x = c x * Complex.exp (-κ * (x : ℂ)) * Complex.exp (κ * (x : ℂ)) := by
        rw [mul_assoc, ← Complex.exp_add]
        simp
    _ = Complex.exp (κ * (x : ℂ)) := by rw [hconst, one_mul]
```

## Waves on the line and in space

The symbol `∃!` states existence and uniqueness of $\kappa$ together. Existence uses the shift from the origin to $x$; uniqueness uses `rate_unique`.

```lean
/-- Full translation symmetry forces exponentials: a continuous, not identically zero
eigenfunction of all translations of the line is `ψ(0) exp (κ x)` for a unique complex `κ`. -/
theorem translation_eigenfunction_eq_exp {ψ c : ℝ → ℂ} (hψ : Continuous ψ) (h0 : ψ ≠ 0)
    (h : IsTranslationEigenfunction ψ c) :
    ∃! κ : ℂ, ∀ x : ℝ, ψ x = ψ 0 * Complex.exp (κ * (x : ℂ)) := by
  obtain ⟨κ, hκ⟩ := factor_eq_exp hψ h0 h
  have hx : ∀ x : ℝ, ψ x = ψ 0 * Complex.exp (κ * (x : ℂ)) := by
    intro x
    have h1 := h 0 x
    rw [zero_add, hκ] at h1
    rw [h1, mul_comm]
  refine ⟨κ, hx, fun μ hμ => rate_unique fun x => ?_⟩
  exact mul_left_cancel₀ (no_nodes h h0 0) ((hμ x).symm.trans (hx x))
```

Vectors are functions `ι → ℝ` on a finite index set, and `e j` is the unit vector along axis `j`. The step `axis` applies the one-dimensional result, `hprod` multiplies the factors by induction over the axes, and `key` evaluates the exponent on a single axis.

```lean
/-- In any finite number of dimensions, a continuous, not identically zero eigenfunction of all
translations is `ψ(0) exp (∑ κⱼ rⱼ)` for a unique complex vector `κ`. -/
theorem translation_eigenfunction_eq_exp_pi {ι : Type*} [Fintype ι] {ψ c : (ι → ℝ) → ℂ}
    (hψ : Continuous ψ) (h0 : ψ ≠ 0) (h : IsTranslationEigenfunction ψ c) :
    ∃! κ : ι → ℂ, ∀ r : ι → ℝ, ψ r = ψ 0 * Complex.exp (∑ j, κ j * (r j : ℂ)) := by
  classical
  let e : ι → ι → ℝ := fun j => Pi.single j 1
  have hne := no_nodes h h0
  obtain ⟨hc0, hmul⟩ := factor_mul h h0
  -- the one-dimensional result along each axis
  have axis : ∀ j, ∃ k : ℂ, ∀ t : ℝ, c (t • e j) = Complex.exp (k * (t : ℂ)) := by
    intro j
    apply factor_eq_exp (ψ := fun t : ℝ => ψ (t • e j)) (c := fun t : ℝ => c (t • e j))
    · exact hψ.comp (continuous_id.smul continuous_const)
    · exact fun hz => hne _ (congrFun hz 0)
    · intro x a
      change ψ ((x + a) • e j) = _
      rw [add_smul]
      exact h _ _
  choose κ hκ using axis
  -- the factors of the axis translations multiply
  have hprod : ∀ (r : ι → ℝ) (s : Finset ι),
      c (∑ j ∈ s, r j • e j) = Complex.exp (∑ j ∈ s, κ j * (r j : ℂ)) := by
    intro r s
    induction s using Finset.induction_on with
    | empty => simp [hc0]
    | insert a s ha ih =>
      rw [Finset.sum_insert ha, Finset.sum_insert ha, hmul, ih, hκ, Complex.exp_add]
  have hr : ∀ r : ι → ℝ, ψ r = ψ 0 * Complex.exp (∑ j, κ j * (r j : ℂ)) := by
    intro r
    have hsum : ∑ j, r j • e j = r := by
      ext i
      simp [e, Finset.sum_apply, Pi.single_apply]
    have h1 := h 0 r
    rw [zero_add] at h1
    rw [h1, ← hprod r Finset.univ, hsum, mul_comm]
  refine ⟨κ, hr, fun μ hμ => funext fun j => rate_unique fun t => ?_⟩
  have key : ∀ ν : ι → ℂ, ∑ i, ν i * (((t • e j) i : ℝ) : ℂ) = ν j * (t : ℂ) := by
    intro ν
    rw [Finset.sum_eq_single j]
    · simp [e]
    · intro i _ hi
      simp [e, Pi.single_eq_of_ne hi]
    · intro hj
      exact absurd (Finset.mem_univ j) hj
  have h1 := mul_left_cancel₀ (hne 0) ((hμ (t • e j)).symm.trans (hr (t • e j)))
  rwa [key, key] at h1
```

Conversely, $e^{u+v}=e^ue^v$ makes every exponential wave with amplitude $A\neq0$ an eigenfunction of all translations. The formal relation also holds, trivially, for $A=0$.

```lean
/-- Conversely, every exponential wave `A exp (∑ κⱼ rⱼ)` is an eigenfunction of all translations,
with factor `exp (∑ κⱼ aⱼ)`. For `A = 0` it is the zero function, which satisfies the relation
trivially. -/
theorem exp_isTranslationEigenfunction {ι : Type*} [Fintype ι] (A : ℂ) (κ : ι → ℂ) :
    IsTranslationEigenfunction
      (fun r : ι → ℝ => A * Complex.exp (∑ j, κ j * (r j : ℂ)))
      (fun a : ι → ℝ => Complex.exp (∑ j, κ j * (a j : ℂ))) := by
  intro r a
  have hs : ∑ j, κ j * (((r + a) j : ℝ) : ℂ)
      = ∑ j, κ j * (r j : ℂ) + ∑ j, κ j * (a j : ℂ) := by
    rw [← Finset.sum_add_distrib]
    refine Finset.sum_congr rfl fun j _ => ?_
    rw [Pi.add_apply, Complex.ofReal_add, mul_add]
  change A * Complex.exp (∑ j, κ j * (((r + a) j : ℝ) : ℂ)) = _
  rw [hs, Complex.exp_add]
  ring
```

## Integer shifts admit other waves

Invariance under a lattice of translations is weaker, as in a crystal, where Bloch waves carry a periodic factor. The example has lattice constant $1$.

```lean
/-- The lattice-periodic wave `2 + cos (2πx)`. -/
noncomputable def latticeWave (x : ℝ) : ℂ := ((2 + Real.cos (2 * Real.pi * x) : ℝ) : ℂ)
```

Its values at $0,\tfrac12,1$ are $3,1,3$. If it were $Ae^{\kappa x}$, then with $E=e^{\kappa/2}$ we would have $A=3$, $AE=1$ and $AE^2=3$. The last two give $E=3$, so $AE=9$, a contradiction. Continuity together with invariance under all integer shifts therefore does not force an exponential.

```lean
/-- Lattice translations alone do not suffice: `2 + cos (2πx)` is continuous and unchanged by
every integer translation, yet it is not of the form `A exp (κ x)`. -/
theorem lattice_translations_insufficient :
    Continuous latticeWave ∧ (∀ (x : ℝ) (n : ℤ), latticeWave (x + n) = latticeWave x) ∧
      ¬ ∃ A κ : ℂ, ∀ x : ℝ, latticeWave x = A * Complex.exp (κ * (x : ℂ)) := by
  have per : ∀ (x : ℝ) (n : ℤ), latticeWave (x + n) = latticeWave x := by
    intro x n
    unfold latticeWave
    rw [show 2 * Real.pi * (x + n) = 2 * Real.pi * x + n * (2 * Real.pi) by ring,
      Real.cos_add_int_mul_two_pi]
  refine ⟨Complex.continuous_ofReal.comp (by fun_prop), per, ?_⟩
  rintro ⟨A, κ, h⟩
  -- compare the values at 0, 1/2 and 1
  have v0 : latticeWave 0 = 3 := by
    unfold latticeWave
    rw [mul_zero, Real.cos_zero]
    norm_num
  have v1 : latticeWave (1 / 2) = 1 := by
    unfold latticeWave
    rw [show 2 * Real.pi * (1 / 2) = Real.pi by ring, Real.cos_pi]
    norm_num
  have v2 : latticeWave 1 = 3 := by
    have h1 := per 0 1
    rwa [Int.cast_one, zero_add, v0] at h1
  have e : Complex.exp (κ * ((1 : ℝ) : ℂ))
      = Complex.exp (κ * ((1 / 2 : ℝ) : ℂ)) * Complex.exp (κ * ((1 / 2 : ℝ) : ℂ)) := by
    rw [← Complex.exp_add]
    congr 1
    push_cast
    ring
  have h0 := h 0
  have h1 := h (1 / 2)
  have h2 := h 1
  rw [v0, Complex.ofReal_zero, mul_zero, Complex.exp_zero, mul_one] at h0
  rw [v1] at h1
  rw [v2, e] at h2
  generalize Complex.exp (κ * ((1 / 2 : ℝ) : ℂ)) = E at h1 h2
  have hE : (3 : ℂ) = E := by linear_combination h2 - E * h1
  have h19 : (1 : ℂ) = 9 := by linear_combination h1 - E * h0 - 3 * hE
  norm_num at h19

end ContinuousTranslations
```

```lean
#print axioms ContinuousTranslations.translation_eigenfunction_eq_exp
#print axioms ContinuousTranslations.translation_eigenfunction_eq_exp_pi
#print axioms ContinuousTranslations.exp_isTranslationEigenfunction
#print axioms ContinuousTranslations.lattice_translations_insufficient
```

```
'ContinuousTranslations.translation_eigenfunction_eq_exp' depends on axioms: [propext, Classical.choice, Quot.sound]
'ContinuousTranslations.translation_eigenfunction_eq_exp_pi' depends on axioms: [propext, Classical.choice, Quot.sound]
'ContinuousTranslations.exp_isTranslationEigenfunction' depends on axioms: [propext, Classical.choice, Quot.sound]
'ContinuousTranslations.lattice_translations_insufficient' depends on axioms: [propext, Classical.choice, Quot.sound]
```
